# The Becke-Johnson damped $R^{-6}$ term approaches the undamped one algebraically, with leading difference $a^6/R^{12}$

Two neutral ground-state atoms far apart attract each other through dispersion, and the leading term of the dispersion energy, with retardation neglected, is $-C_6/R^6$, where $R$ is their distance and $C_6$ a coefficient belonging to the pair. At short distance this expression diverges, although the multipole expansion behind it has lost its meaning there. Becke-Johnson damping replaces $1/R^6$ by $1/(R^6+a^6)$, which stays finite down to $R=0$. The damping radius $a>0$ is a parameter of the model: it sets the distance scale below which the bare power law is switched off.

The damping is meant for short range, but it changes the energy at every distance. How much of it is left when the atoms are far apart? The difference between the two factors is positive, smaller than $a^6/R^{12}$, and approaches $a^6/R^{12}$ at large $R$. It therefore decays as a power of the distance and not exponentially.

Distances, radii and coefficients are real numbers, understood as values in one fixed system of units. In the Lean statements, `Tendsto f atTop (𝓝 L)` says that $f(R)\to L$ as $R\to\infty$, and `Tendsto f atTop atTop` says that $f(R)\to\infty$.

```lean
import Mathlib

open Filter Topology

namespace BeckeJohnsonTail

noncomputable section
```

## The deficit and the pair energies

Dispersion series contain higher terms as well, such as $-C_8/R^8$, so the order of the term is kept general. For a natural number $n$, define the deficit

$$D_n(R)=\frac{1}{R^n}-\frac{1}{R^n+a^n}.$$

It is the part of the undamped factor that the damping removes. In Lean it is `bjDeficit n a R`, with the radius as an explicit argument.

```lean
/-- The undamped factor `1/R^n` minus the Becke-Johnson damped factor `1/(R^n + a^n)`,
for damping radius `a` and distance `R`. -/
def bjDeficit (n : ℕ) (a R : ℝ) : ℝ := 1 / R ^ n - 1 / (R ^ n + a ^ n)
```

The undamped energy of a pair with two dispersion terms is

$$E(R)=-\frac{C_6}{R^6}-\frac{C_8}{R^8}.$$

The minus signs make positive coefficients attractive. The definition itself accepts any real coefficients, and any overall scaling factors can be absorbed into them.

```lean
/-- The undamped dispersion energy of a pair of atoms with coefficients `C6` and `C8`. -/
def pairEnergy (C6 C8 R : ℝ) : ℝ := -C6 / R ^ 6 - C8 / R ^ 8
```

The damped energy uses the same radius in both terms:

$$E_{\mathrm{BJ}}(R)=-\frac{C_6}{R^6+a^6}-\frac{C_8}{R^8+a^8}.$$

Giving each term its own radius, $a_6$ and $a_8$, would be another way to model the pair. The large-distance limit derived below would then be $C_6a_6^6$, with $a_8$ absent from it.

```lean
/-- The Becke-Johnson damped dispersion energy of a pair of atoms with coefficients
`C6` and `C8` and damping radius `a`. -/
def bjPairEnergy (C6 C8 a R : ℝ) : ℝ := -C6 / (R ^ 6 + a ^ 6) - C8 / (R ^ 8 + a ^ 8)
```

## A common denominator

Write $x=R^n$ and $y=a^n$, both positive. Then

$$\frac1x-\frac1{x+y}=\frac{(x+y)-x}{x(x+y)}=\frac{y}{x(x+y)},$$

which means

$$D_n(R)=\frac{a^n}{R^n(R^n+a^n)}.$$

The Lean proof makes the same substitution. Its local statement `key` is the identity in $x$ and $y$, proved by clearing denominators with `field_simp` and comparing polynomials with `ring`; it is then applied to the two powers.

```lean
/-- The deficit over a common denominator. -/
theorem bjDeficit_eq (n : ℕ) {a R : ℝ} (ha : 0 < a) (hR : 0 < R) :
    bjDeficit n a R = a ^ n / (R ^ n * (R ^ n + a ^ n)) := by
  have key : ∀ x y : ℝ, 0 < x → 0 < y → 1 / x - 1 / (x + y) = y / (x * (x + y)) := by
    intro x y hx hy
    have hxy : x + y ≠ 0 := by positivity
    field_simp
    ring
  exact key _ _ (pow_pos hR n) (pow_pos ha n)
```

## Bounds at every distance

In this form the numerator and the denominator are positive, so $D_n(R)>0$. For the upper bound, compare denominators:

$$R^n(R^n+a^n)=R^{2n}+R^na^n>R^{2n}.$$

A larger denominator under the same positive numerator gives a smaller fraction, hence

$$0<D_n(R)<\frac{a^n}{R^{2n}}\qquad\text{for all }R>0.$$

The theorem states both inequalities for every natural $n$ and all positive $a$ and $R$. In its proof `positivity` supplies the lower bound, `div_lt_div_of_pos_left` compares the fractions, and `nlinarith` derives the inequality between the denominators from $R^na^n>0$.

```lean
/-- At every distance the deficit of order `n` lies strictly between `0` and
`a^n / R^(2n)`. -/
theorem bjDeficit_bounds (n : ℕ) {a R : ℝ} (ha : 0 < a) (hR : 0 < R) :
    0 < bjDeficit n a R ∧ bjDeficit n a R < a ^ n / R ^ (2 * n) := by
  have hx : 0 < R ^ n := pow_pos hR n
  have hy : 0 < a ^ n := pow_pos ha n
  rw [bjDeficit_eq n ha hR, pow_mul' R 2 n]
  refine ⟨by positivity, ?_⟩
  -- damping enlarges the denominator
  exact div_lt_div_of_pos_left hy (by positivity) (by nlinarith [mul_pos hx hy])
```

## An exact identity for the rescaled deficit

The upper bound suggests multiplying the deficit by $R^{2n}$. With $x$ and $y$ as before,

$$x^2\cdot\frac{y}{x(x+y)}=\frac{xy}{x+y}=\frac{y(x+y)-y^2}{x+y}=y-\frac{y^2}{x+y}.$$

Restoring the powers gives

$$R^{2n}D_n(R)=a^n-\frac{a^{2n}}{R^n+a^n}.$$

This holds exactly at every positive distance. The proof again establishes the identity in $x$ and $y$ first. Then `pow_mul'` rewrites $R^{2n}$ and $a^{2n}$ as squares, so that the identity can be applied to the two powers.

```lean
/-- The deficit multiplied by `R^(2n)` equals `a^n` minus the correction
`a^(2n) / (R^n + a^n)`. -/
theorem bjDeficit_scaled (n : ℕ) {a R : ℝ} (ha : 0 < a) (hR : 0 < R) :
    R ^ (2 * n) * bjDeficit n a R = a ^ n - a ^ (2 * n) / (R ^ n + a ^ n) := by
  have key : ∀ x y : ℝ, 0 < x → 0 < y →
      x ^ 2 * (1 / x - 1 / (x + y)) = y - y ^ 2 / (x + y) := by
    intro x y hx hy
    have hxy : x + y ≠ 0 := by positivity
    field_simp
    ring
  rw [pow_mul' R 2 n, pow_mul' a 2 n]
  exact key _ _ (pow_pos hR n) (pow_pos ha n)
```

The same identity gives the next correction. Moving $a^n$ to the other side and multiplying by $R^n$ yields

$$R^{3n}\left(\frac{a^n}{R^{2n}}-D_n(R)\right)=\frac{a^{2n}R^n}{R^n+a^n},$$

which tends to $a^{2n}$ for $n\ge1$. For $n=6$, the bound $a^6/R^{12}$ thus overestimates the deficit by about $a^{12}/R^{18}$ at large distance.

## The limit at large distance

For $n\neq0$ the denominator $R^n+a^n$ grows without bound, so the last term of the exact identity vanishes and

$$\lim_{R\to\infty}R^{2n}D_n(R)=a^n.$$

The condition on $n$ is needed: for $n=0$ the deficit is the constant $1/2$, whereas $a^0=1$.

In Lean, `h1` is the growth of the denominator and `h2` is the limit of the right-hand side of the identity. The final step transfers this limit to the rescaled deficit. The identity requires $R>0$, which is true for all sufficiently large $R$, and `congr'` asks for no more than that.

```lean
/-- For every order `n ≠ 0`, `R^(2n)` times the deficit tends to `a^n` at large distance. -/
theorem bjDeficit_tail {n : ℕ} (hn : n ≠ 0) {a : ℝ} (ha : 0 < a) :
    Tendsto (fun R : ℝ => R ^ (2 * n) * bjDeficit n a R) atTop (𝓝 (a ^ n)) := by
  have h1 : Tendsto (fun R : ℝ => R ^ n + a ^ n) atTop atTop :=
    tendsto_atTop_add_const_right _ _ (tendsto_pow_atTop hn)
  -- the correction in the exact identity dies out
  have h2 := (tendsto_const_nhds (x := a ^ n)).sub (h1.const_div_atTop (a ^ (2 * n)))
  rw [sub_zero] at h2
  refine h2.congr' ?_
  filter_upwards [eventually_gt_atTop (0 : ℝ)] with R hR
  exact (bjDeficit_scaled n ha hR).symm
```

## The $R^{-6}$ term

Setting $n=6$ gives the result for the leading dispersion term. For every $a>0$,

$$0<\frac1{R^6}-\frac1{R^6+a^6}<\frac{a^6}{R^{12}}\quad(R>0),\qquad
R^{12}\left(\frac1{R^6}-\frac1{R^6+a^6}\right)\to a^6.$$

The Lean statement writes the factors out, so it can be read without the definition of the deficit. Its first half is quantified over all positive distances, and its second half is the limit. The proof combines the two general theorems at order six.

```lean
/-- Becke-Johnson damping of the `R^(-6)` term leaves an algebraic tail: the undamped factor minus
the damped one lies strictly between `0` and `a^6 / R^12` at every distance `R > 0`, and `R^12`
times it tends to `a^6` at large distance. -/
theorem becke_johnson_algebraic_tail {a : ℝ} (ha : 0 < a) :
    (∀ R : ℝ, 0 < R → 0 < 1 / R ^ 6 - 1 / (R ^ 6 + a ^ 6) ∧
      1 / R ^ 6 - 1 / (R ^ 6 + a ^ 6) < a ^ 6 / R ^ 12) ∧
    Tendsto (fun R : ℝ => R ^ 12 * (1 / R ^ 6 - 1 / (R ^ 6 + a ^ 6))) atTop (𝓝 (a ^ 6)) :=
  ⟨fun _ hR => bjDeficit_bounds 6 ha hR, bjDeficit_tail (n := 6) (by norm_num) ha⟩
```

## Slower than any exponential

For $n\ge1$ the deficit decays as $R^{-2n}$, and it is eventually larger than any decaying exponential. To see this, take a rate $c>0$ and factor

$$e^{cR}D_n(R)=\frac{e^{cR}}{(cR)^{2n}}\cdot c^{2n}\,R^{2n}D_n(R).$$

For $t>0$ the exponential series gives $e^t>t^{m+1}/(m+1)!$, and therefore $e^t/t^m>t/(m+1)!$. With $t=cR$ and $m=2n$, the first factor tends to infinity. The remaining product tends to $c^{2n}a^n$, which is positive. Hence $e^{cR}D_n(R)\to\infty$ for every $c>0$, however small the rate.

The hypotheses `h1` and `h2` in the proof are these two limits, with Mathlib providing the comparison of the exponential with a power. `atTop_mul_pos` multiplies them, and the closing lines verify the factorisation for $R>0$.

```lean
/-- For every order `n ≠ 0` and rate `c > 0`, the deficit multiplied by `exp (c R)` grows without
bound at large distance. -/
theorem bjDeficit_not_exponentially_small {n : ℕ} (hn : n ≠ 0) {a c : ℝ}
    (ha : 0 < a) (hc : 0 < c) :
    Tendsto (fun R : ℝ => Real.exp (c * R) * bjDeficit n a R) atTop atTop := by
  -- the exponential beats the power `R^(2n)`, and the rescaled deficit has a positive limit
  have h0 : Tendsto (fun R : ℝ => c * R) atTop atTop := tendsto_id.const_mul_atTop hc
  have h1 := (Real.tendsto_exp_div_pow_atTop (2 * n)).comp h0
  have h2 := (bjDeficit_tail hn ha).const_mul (c ^ (2 * n))
  have h3 := h1.atTop_mul_pos (by positivity) h2
  refine h3.congr' ?_
  filter_upwards [eventually_gt_atTop (0 : ℝ)] with R hR
  show Real.exp (c * R) / (c * R) ^ (2 * n) * (c ^ (2 * n) * (R ^ (2 * n) * bjDeficit n a R))
    = Real.exp (c * R) * bjDeficit n a R
  have hp : (c * R) ^ (2 * n) ≠ 0 := by positivity
  rw [← mul_assoc (c ^ (2 * n)), ← mul_pow, ← mul_assoc, div_mul_cancel₀ _ hp]
```

## A pair energy with $C_6$ and $C_8$

Subtracting the undamped energy from the damped one gives

$$E_{\mathrm{BJ}}(R)-E(R)=C_6D_6(R)+C_8D_8(R).$$

For positive coefficients this is positive: damping weakens the attraction at every distance. Multiply by $R^{12}$ and treat the terms separately. The first tends to $C_6a^6$. The second is

$$C_8R^{12}D_8(R)=C_8\,\bigl(R^{16}D_8(R)\bigr)\,R^{-4}\to C_8\cdot a^8\cdot0=0.$$

Therefore

$$R^{12}\bigl(E_{\mathrm{BJ}}(R)-E(R)\bigr)\to C_6a^6.$$

In the proof, `h6` and `h8` are the limits of the two rescaled deficits and `h4` is $R^{-4}\to0$. The equation `hE` splits the energy difference into deficits, and `linear_combination` uses $R^4\cdot R^{-4}=1$ to match the powers.

For a dispersion-corrected electronic-structure calculation, this means that damping preserves the $-C_6/R^6$ asymptote of an isolated pair with $C_6\neq0$ and fixed coefficients and radius, and shifts its energy by approximately $C_6a^6/R^{12}$ at large separation. The coefficients and the damped form are inputs here, not consequences of a quantum-mechanical treatment of the atoms. Sums over many pairs, coefficients that vary with the geometry, many-body dispersion and retardation are not part of the model.

```lean
/-- For a pair energy with `C6` and `C8` terms, `R^12` times the damped minus the undamped
energy tends to `C6 a^6` at large distance. -/
theorem bjPairEnergy_tail (C6 C8 : ℝ) {a : ℝ} (ha : 0 < a) :
    Tendsto (fun R : ℝ => R ^ 12 * (bjPairEnergy C6 C8 a R - pairEnergy C6 C8 R))
      atTop (𝓝 (C6 * a ^ 6)) := by
  have h6 := bjDeficit_tail (n := 6) (by norm_num) ha
  have h8 := bjDeficit_tail (n := 8) (by norm_num) ha
  have h4 : Tendsto (fun R : ℝ => (R ^ 4)⁻¹) atTop (𝓝 0) :=
    tendsto_inv_atTop_zero.comp (tendsto_pow_atTop (by norm_num))
  -- the `C8` deficit decays as `R^(-16)`, four powers faster than the `C6` one
  have h := (h6.const_mul C6).add ((h8.mul h4).const_mul C8)
  rw [mul_zero, mul_zero, add_zero] at h
  refine h.congr' ?_
  filter_upwards [eventually_gt_atTop (0 : ℝ)] with R hR
  have hE : bjPairEnergy C6 C8 a R - pairEnergy C6 C8 R
      = C6 * bjDeficit 6 a R + C8 * bjDeficit 8 a R := by
    unfold bjPairEnergy pairEnergy bjDeficit
    ring
  have hq : R ^ 4 * (R ^ 4)⁻¹ = 1 := mul_inv_cancel₀ (by positivity)
  rw [hE]
  linear_combination C8 * R ^ 12 * bjDeficit 8 a R * hq

end

end BeckeJohnsonTail
```

```lean
#print axioms BeckeJohnsonTail.becke_johnson_algebraic_tail
#print axioms BeckeJohnsonTail.bjDeficit_not_exponentially_small
#print axioms BeckeJohnsonTail.bjPairEnergy_tail
```

```
'BeckeJohnsonTail.becke_johnson_algebraic_tail' depends on axioms: [propext, Classical.choice, Quot.sound]
'BeckeJohnsonTail.bjDeficit_not_exponentially_small' depends on axioms: [propext, Classical.choice, Quot.sound]
'BeckeJohnsonTail.bjPairEnergy_tail' depends on axioms: [propext, Classical.choice, Quot.sound]
```
